# Kato inclusion in finite dimension: if α < β and s² < (E − α)(β − E), a Hermitian H has a level in (α, β)

Let H be a Hermitian operator on a finite-dimensional complex inner product space, and let x be a unit vector with energy E and variance s². If α < β and

s² < (E − α)(β − E),

then H has an eigenvalue μ with α < μ < β. Since s² ≥ 0, the two inequalities already force α < E < β. The level μ need not be the lowest one.

For a configuration-interaction matrix, this turns the energy and residual of an approximate eigenvector into an interval containing an exact level of that matrix, though not necessarily one of the Hamiltonian before truncation to a finite basis.

## Energy and variance

The space is `V`, and H is a complex-linear map `V →ₗ[ℂ] V`. The inner product ⟨·,·⟩ is conjugate-linear in its first argument.

In Lean 4 with Mathlib:

```lean
import Mathlib

open Module

namespace KatoInclusion

noncomputable section

variable {V : Type*} [NormedAddCommGroup V] [InnerProductSpace ℂ V]
```

The energy is E = Re⟨x, Hx⟩. The definition does not normalise x, so the theorems assume `‖x‖ = 1`.

```lean
/-- The energy expectation value of `H` in the normalised state `x`. -/
def energy (H : V →ₗ[ℂ] V) (x : V) : ℝ := (inner ℂ x (H x)).re
```

The variance is the squared norm of the residual, s² = ‖Hx − Ex‖².

```lean
/-- The energy variance of the normalised state `x`: the squared norm of the residual
`H x - E x`. -/
def variance (H : V →ₗ[ℂ] V) (x : V) : ℝ := ‖H x - (energy H x : ℂ) • x‖ ^ 2
```

## The overlap of two shifted vectors

For real a and b, expand the product, using ‖x‖ = 1 and Re⟨Hx, x⟩ = Re⟨x, Hx⟩ = E:

Re⟨(H − a)x, (H − b)x⟩ = ‖Hx‖² − (a + b)E + ab.

Setting a = b = E gives s² = ‖Hx‖² − E². Eliminating ‖Hx‖² leaves

Re⟨(H − a)x, (H − b)x⟩ = s² + (E − a)(E − b).

In the proof, `key` is the expansion and `hv` the special case. Hermiticity is not used yet.

```lean
/-- For a unit vector, the overlap of `(H - a) x` with `(H - b) x` has real part
`s² + (E - a)(E - b)`. -/
theorem re_inner_shifted (H : V →ₗ[ℂ] V) {x : V} (hx : ‖x‖ = 1) (a b : ℝ) :
    (inner ℂ (H x - (a : ℂ) • x) (H x - (b : ℂ) • x)).re
      = variance H x + (energy H x - a) * (energy H x - b) := by
  have h1 : (inner ℂ (H x) x).re = energy H x := by
    rw [← inner_conj_symm (H x) x, Complex.conj_re]
    rfl
  have h2 : (inner ℂ x (H x)).re = energy H x := rfl
  have h3 : (inner ℂ x x).re = 1 := by
    rw [inner_self_eq_norm_sq_to_K, hx]
    simp
  -- expand the overlap for arbitrary shifts
  have key : ∀ c d : ℝ, (inner ℂ (H x - (c : ℂ) • x) (H x - (d : ℂ) • x)).re
      = (inner ℂ (H x) (H x)).re - (c + d) * energy H x + c * d := by
    intro c d
    simp only [inner_sub_left, inner_sub_right, inner_smul_left, inner_smul_right,
      Complex.conj_ofReal, Complex.sub_re, Complex.re_ofReal_mul, h1, h2, h3]
    ring
  -- the variance is the case in which both shifts equal the energy
  have hv : variance H x = (inner ℂ (H x - (energy H x : ℂ) • x)
      (H x - (energy H x : ℂ) • x)).re :=
    (inner_self_eq_norm_sq (𝕜 := ℂ) (H x - (energy H x : ℂ) • x)).symm
  rw [hv, key, key]
  ring
```

## The same overlap in an eigenbasis

Let the uᵢ form an orthonormal basis of eigenvectors of H, with real eigenvalues λᵢ. Hermiticity, `H.IsSymmetric`, means ⟨Hv, w⟩ = ⟨v, Hw⟩, so for real c

⟨uᵢ, (H − c)x⟩ = ⟨Huᵢ, x⟩ − c⟨uᵢ, x⟩ = (λᵢ − c)⟨uᵢ, x⟩.

This is `hc`. Inserting ∑ᵢ |uᵢ⟩⟨uᵢ| between the two shifted vectors gives

Re⟨(H − a)x, (H − b)x⟩ = ∑ᵢ (λᵢ − a)(λᵢ − b)|⟨uᵢ, x⟩|².

The proof turns on Mathlib's `eigenvectorBasis`, the spectral theorem packaged as an orthonormal basis indexed by `Fin n`, where `hn` identifies n with the dimension. Its companion `eigenvalues` is real-valued, so each λᵢ can be compared with α and β directly. The lemma `sum_inner_mul_inner`, rewritten from right to left, inserts the resolution of the identity.

```lean
/-- In an eigenbasis of `H`, the overlap of `(H - a) x` with `(H - b) x` is the sum of `(λᵢ - a)(λᵢ
- b)` weighted by `|⟨uᵢ, x⟩|²`, where `uᵢ` are the basis vectors. -/
theorem re_inner_shifted_eq_sum [FiniteDimensional ℂ V] {H : V →ₗ[ℂ] V}
    (hH : H.IsSymmetric) {n : ℕ} (hn : finrank ℂ V = n) (x : V) (a b : ℝ) :
    (inner ℂ (H x - (a : ℂ) • x) (H x - (b : ℂ) • x)).re
      = ∑ i, (hH.eigenvalues hn i - a) * (hH.eigenvalues hn i - b)
          * ‖inner ℂ (hH.eigenvectorBasis hn i) x‖ ^ 2 := by
  -- components of a shifted vector along the eigenvectors
  have hc : ∀ (c : ℝ) (i : Fin n),
      inner ℂ (hH.eigenvectorBasis hn i) (H x - (c : ℂ) • x)
        = ((hH.eigenvalues hn i - c : ℝ) : ℂ) * inner ℂ (hH.eigenvectorBasis hn i) x := by
    intro c i
    have hb : H (hH.eigenvectorBasis hn i)
        = ((hH.eigenvalues hn i : ℝ) : ℂ) • hH.eigenvectorBasis hn i :=
      hH.apply_eigenvectorBasis hn i
    rw [inner_sub_right, inner_smul_right, ← hH (hH.eigenvectorBasis hn i) x, hb,
      inner_smul_left, Complex.conj_ofReal, Complex.ofReal_sub]
    ring
  rw [← (hH.eigenvectorBasis hn).sum_inner_mul_inner, Complex.re_sum]
  refine Finset.sum_congr rfl fun i _ => ?_
  rw [← inner_conj_symm (H x - (a : ℂ) • x) (hH.eigenvectorBasis hn i), hc a i, hc b i,
    map_mul, Complex.conj_ofReal]
  generalize inner ℂ (hH.eigenvectorBasis hn i) x = z
  rw [← Complex.normSq_eq_norm_sq, Complex.normSq_apply]
  simp only [Complex.mul_re, Complex.mul_im, Complex.ofReal_re, Complex.ofReal_im,
    Complex.conj_re, Complex.conj_im]
  ring
```

## A negative sum needs a level in the interval

Take a = α and b = β, and suppose no eigenvalue lies in (α, β). If λᵢ ≤ α, both factors λᵢ − α and λᵢ − β are nonpositive; if λᵢ ≥ β, both are nonnegative. Every term of the sum is therefore nonnegative. But the sum equals

s² + (E − α)(E − β) = s² − (E − α)(β − E) < 0,

a contradiction. The two `rcases` lines make the case split, and the final `nlinarith` compares the signs.

```lean
/-- **Kato inclusion.** If a unit vector has energy `E` and variance
`s² < (E - α)(β - E)` with `α < β`, then `H` has an eigenvalue strictly between
`α` and `β`. -/
theorem kato_inclusion [FiniteDimensional ℂ V] {H : V →ₗ[ℂ] V} (hH : H.IsSymmetric)
    {x : V} (hx : ‖x‖ = 1) {α β : ℝ} (hαβ : α < β)
    (hs : variance H x < (energy H x - α) * (β - energy H x)) :
    ∃ μ : ℝ, μ ∈ Set.Ioo α β ∧ End.HasEigenvalue H (μ : ℂ) := by
  by_contra hno
  -- without a level in the interval, every term of the spectral sum is nonnegative
  have hpos : 0 ≤ ∑ i, (hH.eigenvalues rfl i - α) * (hH.eigenvalues rfl i - β)
      * ‖inner ℂ (hH.eigenvectorBasis rfl i) x‖ ^ 2 := by
    refine Finset.sum_nonneg fun i _ => mul_nonneg ?_ (sq_nonneg _)
    rcases le_or_gt (hH.eigenvalues rfl i) α with h | h
    · nlinarith [mul_nonneg (sub_nonneg.2 h) (sub_nonneg.2 (h.trans hαβ.le))]
    · rcases le_or_gt β (hH.eigenvalues rfl i) with h' | h'
      · exact mul_nonneg (by linarith) (by linarith)
      · exact (hno ⟨hH.eigenvalues rfl i, ⟨h, h'⟩, hH.hasEigenvalue_eigenvalues rfl i⟩).elim
  -- but the variance condition makes the sum negative
  rw [← re_inner_shifted_eq_sum hH rfl x α β, re_inner_shifted H hx] at hpos
  nlinarith
```

Without Hermiticity the conclusion fails. Take H = [[0, 1], [0, 0]] and x = (1, 1)/√2. Then E = 1/2 and s² = 1/4, and for α = 0, β = 2 the right-hand side is 3/4. The only eigenvalue is 0, which is not in (0, 2).

## Bounds from the energy and variance

Both bounds in this section again require H to be Hermitian. With α = E − r and β = E + r, where r > 0, the condition becomes s² < r².

```lean
/-- If the variance of a unit vector is below `r²`, then `H` has an eigenvalue at distance
less than `r` from the energy. -/
theorem eigenvalue_near_energy [FiniteDimensional ℂ V] {H : V →ₗ[ℂ] V}
    (hH : H.IsSymmetric) {x : V} (hx : ‖x‖ = 1) {r : ℝ} (hr : 0 < r)
    (hs : variance H x < r ^ 2) :
    ∃ μ : ℝ, |μ - energy H x| < r ∧ End.HasEigenvalue H (μ : ℂ) := by
  obtain ⟨μ, hμ, he⟩ := kato_inclusion hH hx
    (α := energy H x - r) (β := energy H x + r) (by linarith) (by nlinarith)
  exact ⟨μ, abs_lt.2 ⟨by linarith [hμ.1], by linarith [hμ.2]⟩, he⟩
```

Now let (a, b) contain E and a number μ, and no eigenvalue other than possibly μ. If μ < E − s²/(b − E), then

s² < (E − μ)(b − E),

and the inclusion gives an eigenvalue in (μ, b), which is excluded. If μ > E + s²/(E − a), then s² < (E − a)(μ − E), and an eigenvalue in (a, μ) is excluded likewise. Hence

E − s²/(b − E) ≤ μ ≤ E + s²/(E − a).

The isolation of μ is the hypothesis `honly`; it has to come from other knowledge of the spectrum.

```lean
/-- **Kato–Temple bounds.** If `(a, b)` contains the energy `E` and the number `μ`, and no
eigenvalue other than possibly `μ`, then `E - s²/(b - E) ≤ μ ≤ E + s²/(E - a)`. -/
theorem kato_temple [FiniteDimensional ℂ V] {H : V →ₗ[ℂ] V} (hH : H.IsSymmetric)
    {x : V} (hx : ‖x‖ = 1) {a b μ : ℝ} (hE : energy H x ∈ Set.Ioo a b)
    (hμ : μ ∈ Set.Ioo a b)
    (honly : ∀ ν : ℝ, ν ∈ Set.Ioo a b → End.HasEigenvalue H (ν : ℂ) → ν = μ) :
    energy H x - variance H x / (b - energy H x) ≤ μ ∧
      μ ≤ energy H x + variance H x / (energy H x - a) := by
  constructor
  · -- otherwise there is a level in `(μ, b)`, contradicting `honly`
    by_contra h
    have h1 : variance H x / (b - energy H x) < energy H x - μ := by
      linarith [not_le.1 h]
    have h2 := (div_lt_iff₀ (sub_pos.2 hE.2)).1 h1
    obtain ⟨ν, hν, he⟩ := kato_inclusion hH hx hμ.2 h2
    have h3 := honly ν ⟨hμ.1.trans hν.1, hν.2⟩ he
    linarith [hν.1]
  · -- otherwise there is a level in `(a, μ)`, contradicting `honly`
    by_contra h
    have h1 : variance H x / (energy H x - a) < μ - energy H x := by
      linarith [not_le.1 h]
    have h2 := (div_lt_iff₀ (sub_pos.2 hE.1)).1 h1
    obtain ⟨ν, hν, he⟩ := kato_inclusion hH hx hμ.1 (by linarith)
    have h3 := honly ν ⟨hν.1, hν.2.trans hμ.2⟩ he
    linarith [hν.2]
```

## Equality in a two-level system

The strict inequality cannot be weakened to ≤. Take H = diag(α, β),

```lean
/-- The two-level Hamiltonian `diag(α, β)`. -/
def twoLevel (α β : ℝ) : EuclideanSpace ℂ (Fin 2) →ₗ[ℂ] EuclideanSpace ℂ (Fin 2) where
  toFun v := !₂[(α : ℂ) * v 0, (β : ℂ) * v 1]
  map_add' v w := by ext i; fin_cases i <;> simp [mul_add]
  map_smul' c v := by ext i; fin_cases i <;> simp [mul_left_comm]
```

and the state x = (cos θ, sin θ). The code calls it `mixedState` because it mixes the two levels; it is a pure state, not a mixed state in the sense of density operators.

```lean
/-- The superposition of the two levels with amplitudes `cos θ` and `sin θ`. -/
def mixedState (θ : ℝ) : EuclideanSpace ℂ (Fin 2) :=
  !₂[(Real.cos θ : ℂ), (Real.sin θ : ℂ)]
```

This H is Hermitian, x has norm 1, and E = α cos²θ + β sin²θ.

```lean
/-- The two-level Hamiltonian is symmetric and the superposition is normalised, with energy
`α cos² θ + β sin² θ`. -/
theorem twoLevel_energy (α β θ : ℝ) :
    (twoLevel α β).IsSymmetric ∧ ‖mixedState θ‖ = 1 ∧
      energy (twoLevel α β) (mixedState θ)
        = α * Real.cos θ ^ 2 + β * Real.sin θ ^ 2 := by
  refine ⟨?_, ?_, ?_⟩
  · intro v w
    simp only [PiLp.inner_apply, Fin.sum_univ_two, RCLike.inner_apply]
    change w 0 * star ((α : ℂ) * v 0) + w 1 * star ((β : ℂ) * v 1)
      = (α : ℂ) * w 0 * star (v 0) + (β : ℂ) * w 1 * star (v 1)
    simp only [← starRingEnd_apply, map_mul, Complex.conj_ofReal]
    ring
  · have h : ‖mixedState θ‖ ^ 2 = 1 := by
      rw [EuclideanSpace.norm_sq_eq, Fin.sum_univ_two]
      change ‖(Real.cos θ : ℂ)‖ ^ 2 + ‖(Real.sin θ : ℂ)‖ ^ 2 = 1
      simp only [Complex.norm_real, Real.norm_eq_abs, sq_abs, Real.cos_sq_add_sin_sq]
    exact (pow_eq_one_iff_of_nonneg (norm_nonneg _) two_ne_zero).1 h
  · simp only [energy, PiLp.inner_apply, Fin.sum_univ_two, RCLike.inner_apply]
    change ((α : ℂ) * (Real.cos θ : ℂ) * starRingEnd ℂ (Real.cos θ : ℂ)
      + (β : ℂ) * (Real.sin θ : ℂ) * starRingEnd ℂ (Real.sin θ : ℂ)).re = _
    simp only [Complex.conj_ofReal, ← Complex.ofReal_mul, ← Complex.ofReal_add,
      Complex.ofReal_re]
    ring
```

The shifted vectors are

(H − α)x = (0, (β − α) sin θ),
(H − β)x = ((α − β) cos θ, 0).

They are orthogonal, so the overlap identity gives s² = (E − α)(β − E). If Hv = μv with α < μ < β, then (α − μ)v₀ = 0 and (β − μ)v₁ = 0, so v = 0 and μ is not an eigenvalue.

```lean
/-- For the two-level superposition the variance equals `(E - α)(β - E)`, and no eigenvalue
lies strictly between `α` and `β`. -/
theorem kato_inclusion_sharp (α β θ : ℝ) :
    variance (twoLevel α β) (mixedState θ)
        = (energy (twoLevel α β) (mixedState θ) - α)
          * (β - energy (twoLevel α β) (mixedState θ)) ∧
      ∀ μ : ℝ, μ ∈ Set.Ioo α β → ¬ End.HasEigenvalue (twoLevel α β) (μ : ℂ) := by
  constructor
  · -- the two shifted vectors have disjoint support
    have h0 : inner ℂ (twoLevel α β (mixedState θ) - (α : ℂ) • mixedState θ)
        (twoLevel α β (mixedState θ) - (β : ℂ) • mixedState θ) = 0 := by
      rw [PiLp.inner_apply, Fin.sum_univ_two]
      simp [twoLevel, mixedState]
    have h := re_inner_shifted (twoLevel α β) (twoLevel_energy α β θ).2.1 α β
    rw [h0, Complex.zero_re] at h
    linarith
  · intro μ hμ he
    obtain ⟨v, hv⟩ := he.exists_hasEigenvector
    have h := hv.apply_eq_smul
    have h0 : (α : ℂ) * v 0 = (μ : ℂ) * v 0 :=
      congrArg (fun w : EuclideanSpace ℂ (Fin 2) => w 0) h
    have h1 : (β : ℂ) * v 1 = (μ : ℂ) * v 1 :=
      congrArg (fun w : EuclideanSpace ℂ (Fin 2) => w 1) h
    have hα : (α : ℂ) ≠ (μ : ℂ) := by exact_mod_cast hμ.1.ne
    have hβ : (β : ℂ) ≠ (μ : ℂ) := by exact_mod_cast hμ.2.ne'
    have z0 : v 0 = 0 := (mul_eq_zero.1
      (show ((α : ℂ) - μ) * v 0 = 0 by linear_combination h0)).resolve_left (sub_ne_zero.2 hα)
    have z1 : v 1 = 0 := (mul_eq_zero.1
      (show ((β : ℂ) - μ) * v 1 = 0 by linear_combination h1)).resolve_left (sub_ne_zero.2 hβ)
    apply hv.2
    ext i
    fin_cases i
    · simpa using z0
    · simpa using z1

end

end KatoInclusion
```

```lean
#print axioms KatoInclusion.kato_inclusion
#print axioms KatoInclusion.eigenvalue_near_energy
#print axioms KatoInclusion.kato_temple
#print axioms KatoInclusion.kato_inclusion_sharp
```

```
'KatoInclusion.kato_inclusion' depends on axioms: [propext, Classical.choice, Quot.sound]
'KatoInclusion.eigenvalue_near_energy' depends on axioms: [propext, Classical.choice, Quot.sound]
'KatoInclusion.kato_temple' depends on axioms: [propext, Classical.choice, Quot.sound]
'KatoInclusion.kato_inclusion_sharp' depends on axioms: [propext, Classical.choice, Quot.sound]
```
